# Quadratic energies at 21 chosen strains determine every symmetric 6×6 stiffness matrix; energies at 20 strains do not

Q: To get the elastic constants of a relaxed crystal from total energies, I choose a set of small strains, compute the energy at each, and solve for the constants. With no crystal symmetry to help, I use 21 strains. Could 20 well-chosen ones do?

A: Not if each strain supplies one energy and the energy is quadratic in the strain. Write a strain as a column $v$ of six Voigt components and the stiffness as a real symmetric $6\times6$ matrix $c$. The energy density, measured from the unstrained crystal, is
$$u_c(v)=\tfrac12 v^{T}c\,v .$$
Let $e_I$ be the strain whose component $I$ is 1 and whose other components are 0. Then, for $I<J$,
$$u_c(e_I)=\tfrac12c_{II},\qquad u_c(e_I+e_J)=\tfrac12c_{II}+\tfrac12c_{JJ}+c_{IJ},$$
where the last term is $\tfrac12(c_{IJ}+c_{JI})$ with $c$ symmetric. Solving gives
$$c_{II}=2u_c(e_I),\qquad c_{IJ}=u_c(e_I+e_J)-u_c(e_I)-u_c(e_J).$$
There are 6 strains of the first kind and 15 of the second, so 21 energies fix all 21 independent entries.

Q: That shows that 21 are enough. Why can't 20 others be better, especially if I discard mechanically unstable solutions?

A: Take any strains $v_1,\dots,v_{20}$. The map from the 21 independent entries of a symmetric matrix to its 20 energies is linear, so it sends some nonzero symmetric $d$ to zero: $u_d(v_k)=0$ for every $k$. Adding a multiple of $d$ to $c$ changes none of your data.

Stability doesn't remove the ambiguity. If $c$ is stable, $u_c$ is positive on the unit sphere. The ratio $u_d/u_c$ is continuous there, and the sphere is compact, so $|u_d/u_c|\le M$ for some $M\ge0$. Both energies scale as the square of the strain, so the bound holds at every $x\ne0$. With $t=1/(M+1)$,
$$u_{c+td}(x)=u_c(x)+t\,u_d(x)\ge(1-tM)\,u_c(x)=t\,u_c(x)>0 .$$
Thus $c+td$ is stable, differs from $c$, and has the same 20 energies.

Q: Now show me that the formal version is about the same objects. What is a strain there?

A: A strain is a function `Fin n → ℝ`, that is, a list of $n$ real components. The crystal has $n=6$, with Lean's indices running from 0 to 5 where Voigt's run from 1 to 6.

```lean
import Mathlib

open Matrix

namespace ElasticConstantsFromEnergies

noncomputable section

variable {n m : ℕ}
```

The function called `energy` is the energy density $u_c(v)$.

```lean
/-- The elastic energy density `vᵀ c v / 2` of the strain `v` for the stiffness matrix `c`. -/
def energy (c : Matrix (Fin n) (Fin n) ℝ) (v : Fin n → ℝ) : ℝ := (v ⬝ᵥ c *ᵥ v) / 2
```

`Stable` is positivity of that energy at every nonzero strain: the crystal resists every small homogeneous deformation.

```lean
/-- Mechanical stability: every nonzero strain costs a positive energy. -/
def Stable (c : Matrix (Fin n) (Fin n) ℝ) : Prop := ∀ x, x ≠ 0 → 0 < energy c x
```

A `Pair n` is a pair of indices $I\le J$, one for each independent constant. `strain` assigns to it the test strain $e_I$ or $e_I+e_J$, and `ofPairs` builds a symmetric matrix from its entries with $I\le J$.

```lean
/-- The pairs `I ≤ J` of Voigt indices, which label the independent elastic constants. -/
abbrev Pair (n : ℕ) := {p : Fin n × Fin n // p.1 ≤ p.2}

/-- The test strain of a pair: `e_I` if `I = J`, and `e_I + e_J` if `I < J`. -/
def strain (p : Pair n) : Fin n → ℝ :=
  if p.1.1 = p.1.2 then Pi.single p.1.1 1 else Pi.single p.1.1 1 + Pi.single p.1.2 1

/-- The symmetric matrix whose entries with `I ≤ J` are the given constants. -/
def ofPairs (a : Pair n → ℝ) : Matrix (Fin n) (Fin n) ℝ :=
  Matrix.of fun i j => a ⟨(min i j, max i j), min_le_max⟩
```

Q: Where is the factor of two in the shear strains?

A: It lies in how you fill the vector. For $c$ to be the usual Voigt stiffness, the last three components must be engineering shears, such as $2\varepsilon_{23}$, where $\varepsilon$ is the strain tensor. The theorems hold for any real components, so they don't enforce this.

Q: And symmetry is simply assumed?

A: Yes, as `IsSymm`. Physically, $c$ is the matrix of second derivatives of the energy with respect to strain, and these commute. An antisymmetric part would contribute nothing to any energy, so energies couldn't detect it.

Q: A strain of size one would destroy my crystal.

A: Use $\eta e_I$ and $\eta(e_I+e_J)$ with a small amplitude $\eta$, and divide the energies by $\eta^2$. The step that the hypotheses leave to you is that your computed energy difference per reference volume really is this quadratic form. That requires a stress-free reference state and negligible higher-order terms.

Q: So what exactly does the final theorem say?

A: `twenty_one_strains_needed` has two parts. First, two symmetric $6\times6$ matrices with equal energies at all test strains are equal. Second, for every list of 20 strains there are two different symmetric matrices, both stable, with equal energies at all 20. It doesn't say that any 21 strains suffice; 21 copies of one strain plainly don't. Nor does it restrict the matrices to a crystal class: a cubic crystal has three constants and needs fewer energies. For density-functional total energies in the quadratic regime, the result sets the smallest number of strained cells for a crystal with no assumed symmetry, when only energies are used.

Q: Then take me through the proof.

A: The first lemmas identify the two kinds of test strain, and check that `ofPairs` gives a symmetric matrix with the prescribed entries.

```lean
lemma strain_diag (i : Fin n) : strain ⟨(i, i), le_rfl⟩ = Pi.single i 1 := if_pos rfl

lemma strain_off {i j : Fin n} (h : i < j) :
    strain ⟨(i, j), h.le⟩ = Pi.single i 1 + Pi.single j 1 := if_neg h.ne

lemma ofPairs_symm (a : Pair n → ℝ) : (ofPairs a).IsSymm :=
  Matrix.IsSymm.ext fun i j => by
    simp only [ofPairs, Matrix.of_apply, min_comm j i, max_comm j i]

lemma ofPairs_apply (a : Pair n → ℝ) (p : Pair n) : ofPairs a p.1.1 p.1.2 = a p := by
  obtain ⟨⟨i, j⟩, h⟩ := p
  have h' : i ≤ j := h
  simp [ofPairs, min_eq_left h', max_eq_right h']
```

Next, the energy is linear in the stiffness, quadratic under scaling of the strain, and continuous in the strain.

```lean
lemma energy_add (c d : Matrix (Fin n) (Fin n) ℝ) (v : Fin n → ℝ) :
    energy (c + d) v = energy c v + energy d v := by
  simp only [energy, Matrix.add_mulVec, dotProduct_add]
  ring

lemma energy_smul (t : ℝ) (c : Matrix (Fin n) (Fin n) ℝ) (v : Fin n → ℝ) :
    energy (t • c) v = t * energy c v := by
  simp only [energy, Matrix.smul_mulVec, dotProduct_smul, smul_eq_mul]
  ring

lemma energy_scale (c : Matrix (Fin n) (Fin n) ℝ) (r : ℝ) (v : Fin n → ℝ) :
    energy c (r • v) = r ^ 2 * energy c v := by
  simp only [energy, Matrix.mulVec_smul, dotProduct_smul, smul_dotProduct, smul_eq_mul]
  ring

lemma continuous_energy (c : Matrix (Fin n) (Fin n) ℝ) : Continuous (energy c) := by
  unfold energy
  simp only [dotProduct, Matrix.mulVec]
  fun_prop
```

These are the two energy formulas from the derivation. Symmetry enters only in the second.

```lean
/-- The energy of the unit strain `e_I` is half the diagonal constant `c_II`. -/
theorem energy_single (c : Matrix (Fin n) (Fin n) ℝ) (i : Fin n) :
    energy c (Pi.single i 1) = c i i / 2 := by
  simp [energy]

/-- For a symmetric stiffness, the energy of `e_I + e_J` is `c_II/2 + c_JJ/2 + c_IJ`. -/
theorem energy_pair {c : Matrix (Fin n) (Fin n) ℝ} (hc : c.IsSymm) (i j : Fin n) :
    energy c (Pi.single i 1 + Pi.single j 1) = c i i / 2 + c j j / 2 + c i j := by
  have h := hc.apply i j
  simp only [energy, Matrix.mulVec_add, add_dotProduct, dotProduct_add,
    Matrix.mulVec_single_one, single_one_dotProduct, Matrix.col_apply]
  linarith
```

Uniqueness compares diagonal entries first, then uses them to isolate $c_{IJ}$ for $I<J$. The entries below the diagonal follow by symmetry.

```lean
/-- Two symmetric stiffness matrices with equal energies at all test strains are equal. -/
theorem stiffness_eq_of_energy_eq {c d : Matrix (Fin n) (Fin n) ℝ} (hc : c.IsSymm)
    (hd : d.IsSymm) (h : ∀ p, energy c (strain p) = energy d (strain p)) : c = d := by
  have diag : ∀ i, c i i = d i i := fun i => by
    have h1 := h ⟨(i, i), le_rfl⟩
    rw [strain_diag, energy_single, energy_single] at h1
    linarith
  have off : ∀ i j, i < j → c i j = d i j := fun i j hij => by
    have h1 := h ⟨(i, j), hij.le⟩
    rw [strain_off hij, energy_pair hc, energy_pair hd] at h1
    linarith [diag i, diag j]
  ext i j
  rcases lt_trichotomy i j with hij | rfl | hij
  · exact off i j hij
  · exact diag i
  · rw [← hc.apply i j, ← hd.apply i j]
    exact off j i hij
```

Q: Does every set of 21 energies correspond to some stiffness?

A: To exactly one symmetric stiffness, though not necessarily a stable one. In the proof, `a` contains the reconstruction formulas, and `key` substitutes them back into the energies. A practical consequence is that these 21 energies alone can't reveal a departure from quadratic behaviour, because a symmetric matrix always fits them perfectly.

```lean
/-- Any prescribed energies at the test strains belong to exactly one symmetric stiffness. -/
theorem existsUnique_stiffness (E : Pair n → ℝ) :
    ∃! c : Matrix (Fin n) (Fin n) ℝ, c.IsSymm ∧ ∀ p, energy c (strain p) = E p := by
  -- read the elastic constants off the energies
  let a : Pair n → ℝ := fun p => if p.1.1 = p.1.2 then 2 * E p else
    E p - E ⟨(p.1.1, p.1.1), le_rfl⟩ - E ⟨(p.1.2, p.1.2), le_rfl⟩
  have diag : ∀ i, ofPairs a i i = 2 * E ⟨(i, i), le_rfl⟩ := fun i =>
    (ofPairs_apply a ⟨(i, i), le_rfl⟩).trans (if_pos rfl)
  have off : ∀ i j (h : i < j), ofPairs a i j =
      E ⟨(i, j), h.le⟩ - E ⟨(i, i), le_rfl⟩ - E ⟨(j, j), le_rfl⟩ := fun i j h =>
    (ofPairs_apply a ⟨(i, j), h.le⟩).trans (if_neg h.ne)
  have key : ∀ p, energy (ofPairs a) (strain p) = E p := by
    rintro ⟨⟨i, j⟩, hij⟩
    rcases (show i ≤ j from hij).eq_or_lt with rfl | h
    · rw [strain_diag, energy_single, diag]
      ring
    · rw [strain_off h, energy_pair (ofPairs_symm a), diag i, diag j, off i j h]
      ring
  exact ⟨ofPairs a, ⟨ofPairs_symm a, key⟩, fun d hd =>
    stiffness_eq_of_energy_eq hd.1 (ofPairs_symm a) fun p => (hd.2 p).trans (key p).symm⟩
```

Q: Are the 21 test strains really different from one another?

A: Yes. If two pairs gave the same strain, no stiffness could have energy 1 at one and 0 at the other, yet the previous theorem supplies such a stiffness.

```lean
/-- Different pairs of Voigt indices have different test strains. -/
theorem strain_injective : Function.Injective (strain (n := n)) := by
  intro p q h
  by_contra hne
  -- some stiffness has energy one at the first strain and zero at the second
  obtain ⟨c, ⟨-, hc⟩, -⟩ := existsUnique_stiffness fun r => if r = p then (1 : ℝ) else 0
  have h1 := hc p
  rw [h, hc q] at h1
  simp [Ne.symm hne] at h1
```

Q: And the matrix $d$ that my 20 energies can't see?

A: Here `m` is the number of strains and `f` is the linear map from constants to energies. If `f` were injective, the number of pairs could not exceed `m`, contrary to `hm`. So two different sets of constants, `a` and `b`, give the same energies, and `ofPairs (a - b)` is the required $d$.

```lean
/-- For fewer strains than pairs `I ≤ J`, some nonzero symmetric matrix has zero energy at
all of them. -/
theorem exists_silent (v : Fin m → Fin n → ℝ) (hm : m < Fintype.card (Pair n)) :
    ∃ d : Matrix (Fin n) (Fin n) ℝ, d.IsSymm ∧ d ≠ 0 ∧ ∀ k, energy d (v k) = 0 := by
  let f : (Pair n → ℝ) →ₗ[ℝ] (Fin m → ℝ) :=
    { toFun := fun a k => energy (ofPairs a) (v k)
      map_add' := fun a b => funext fun k => energy_add (ofPairs a) (ofPairs b) (v k)
      map_smul' := fun t a => funext fun k => energy_smul t (ofPairs a) (v k) }
  -- there are more elastic constants than energies
  have hf : ¬ Function.Injective f := fun h => by
    have h1 := LinearMap.finrank_le_finrank_of_injective h
    simp only [Module.finrank_fintype_fun_eq_card, Fintype.card_fin] at h1
    exact absurd h1 (not_le_of_gt hm)
  simp only [Function.Injective, not_forall] at hf
  obtain ⟨a, b, hab, hne⟩ := hf
  have h0 : f (a - b) = 0 := by rw [map_sub, hab, sub_self]
  refine ⟨ofPairs (a - b), ofPairs_symm _, fun hz => hne (funext fun p => ?_),
    fun k => congrFun h0 k⟩
  have h1 := ofPairs_apply (a - b) p
  rw [hz] at h1
  simp only [Matrix.zero_apply, Pi.sub_apply] at h1
  linarith
```

Q: Does the stability argument work for my crystal, or only for a specially constructed example?

A: For every stable symmetric `c`, including yours. The proof takes `C` as the bound on the energy ratio, uses `|C|` as $M$, and chooses `t` with `t * (|C| + 1) = 1`. It rescales a general strain to the unit sphere with `energy_scale`, then derives the inequality above. The last two bullets show that the new matrix is different and that its energies at the chosen strains are unchanged. One name differs from ordinary use: Lean's norm here is the largest absolute component, so its "sphere" is the surface of a cube. It is still compact, excludes zero, and contains a positive multiple of every nonzero strain, which is what the argument uses.

```lean
/-- For fewer strains than pairs `I ≤ J`, every stable symmetric stiffness shares its energies
at these strains with a different stable symmetric stiffness. -/
theorem exists_other_stable {c : Matrix (Fin n) (Fin n) ℝ} (hc : c.IsSymm) (hs : Stable c)
    (v : Fin m → Fin n → ℝ) (hm : m < Fintype.card (Pair n)) :
    ∃ c' : Matrix (Fin n) (Fin n) ℝ, c'.IsSymm ∧ Stable c' ∧ c' ≠ c ∧
      ∀ k, energy c' (v k) = energy c (v k) := by
  obtain ⟨d, hd, hd0, hdv⟩ := exists_silent v hm
  have hne : ∀ y ∈ Metric.sphere (0 : Fin n → ℝ) 1, y ≠ 0 := by
    rintro y hy rfl
    simp at hy
  -- the energy ratio is bounded on the unit sphere
  obtain ⟨C, hC⟩ := (isCompact_sphere (0 : Fin n → ℝ) 1).exists_bound_of_continuousOn
    (f := fun y => energy d y / energy c y)
    ((continuous_energy d).continuousOn.div (continuous_energy c).continuousOn
      fun y hy => (hs y (hne y hy)).ne')
  obtain ⟨t, ht, htC⟩ : ∃ t : ℝ, 0 < t ∧ t * (|C| + 1) = 1 :=
    ⟨(|C| + 1)⁻¹, by positivity, inv_mul_cancel₀ (by positivity)⟩
  refine ⟨c + t • d, hc.add (hd.smul t), fun x hx => ?_, fun h => ?_, fun k => ?_⟩
  · have hr : 0 < ‖x‖⁻¹ := inv_pos.mpr (norm_pos_iff.mpr hx)
    have hy : ‖x‖⁻¹ • x ∈ Metric.sphere (0 : Fin n → ℝ) 1 := by
      rw [mem_sphere_zero_iff_norm, norm_smul, norm_inv, norm_norm,
        inv_mul_cancel₀ (norm_ne_zero_iff.mpr hx)]
    have hb := hC _ hy
    simp only [energy_scale] at hb
    rw [mul_div_mul_left _ _ (pow_pos hr 2).ne', Real.norm_eq_abs] at hb
    have hcx := hs x hx
    have h1 : -|C| ≤ energy d x / energy c x := by
      linarith [neg_abs_le (energy d x / energy c x), le_abs_self C]
    rw [le_div_iff₀ hcx] at h1
    have h2 := mul_le_mul_of_nonneg_left h1 ht.le
    have h3 := mul_pos ht hcx
    have h4 : t * (-|C| * energy c x) = t * energy c x - energy c x := by
      linear_combination (-energy c x) * htC
    rw [energy_add, energy_smul]
    linarith
  · have h1 : t • d = 0 := add_left_cancel (h.trans (add_zero c).symm)
    exact (smul_eq_zero.mp h1).elim ht.ne' hd0
  · rw [energy_add, energy_smul, hdv, mul_zero, add_zero]
```

Q: What remains for six components?

A: A stable starting matrix and a count. The identity matrix has energy $\tfrac12\sum_I x_I^2$ at a strain $x$, which is positive unless $x=0$, and Lean counts the 21 pairs directly.

```lean
/-- The identity stiffness is stable. -/
theorem stable_one : Stable (1 : Matrix (Fin n) (Fin n) ℝ) := by
  intro x hx
  have h0 : 0 ≤ x ⬝ᵥ x := Finset.sum_nonneg fun i _ => mul_self_nonneg (x i)
  have h1 : x ⬝ᵥ x ≠ 0 := fun h => hx (dotProduct_self_eq_zero.mp h)
  rw [energy, Matrix.one_mulVec]
  exact half_pos (lt_of_le_of_ne h0 h1.symm)

/-- There are 21 pairs `I ≤ J` of the six Voigt indices. -/
theorem card_pair_six : Fintype.card (Pair 6) = 21 := by decide +kernel
```

The final theorem joins uniqueness to the ambiguity, with the identity as one member of the pair.

```lean
/-- Energies at the 21 test strains determine every symmetric 6×6 stiffness, whereas for any 20
strains there are two distinct symmetric stiffness matrices, both stable, with equal energies at all
20. -/
theorem twenty_one_strains_needed :
    (∀ c d : Matrix (Fin 6) (Fin 6) ℝ, c.IsSymm → d.IsSymm →
      (∀ p, energy c (strain p) = energy d (strain p)) → c = d) ∧
    ∀ v : Fin 20 → Fin 6 → ℝ, ∃ c d : Matrix (Fin 6) (Fin 6) ℝ,
      c.IsSymm ∧ d.IsSymm ∧ Stable c ∧ Stable d ∧ c ≠ d ∧
        ∀ k, energy c (v k) = energy d (v k) := by
  refine ⟨fun c d hc hd h => stiffness_eq_of_energy_eq hc hd h, fun v => ?_⟩
  obtain ⟨c, hc, hs, hne, he⟩ := exists_other_stable Matrix.isSymm_one stable_one v
    (by rw [card_pair_six]; norm_num)
  exact ⟨c, 1, hc, Matrix.isSymm_one, hs, stable_one, hne, he⟩

end

end ElasticConstantsFromEnergies
```

```lean
#print axioms ElasticConstantsFromEnergies.strain_injective
-- 'ElasticConstantsFromEnergies.strain_injective' depends on axioms: [propext, Classical.choice, Quot.sound]
#print axioms ElasticConstantsFromEnergies.twenty_one_strains_needed
-- 'ElasticConstantsFromEnergies.twenty_one_strains_needed' depends on axioms: [propext, Classical.choice, Quot.sound]
```

Q: I would have started from the strain tensor instead of a Voigt vector.

A: That is a sound alternative: a symmetric $3\times3$ strain $\varepsilon_{ij}$ and a fourth-rank stiffness $C_{ijkl}$ with $C_{ijkl}=C_{jikl}=C_{ijlk}=C_{klij}$. The six components would then follow from the symmetry of the strain, and the shear factors of two would arise from summing over both $\varepsilon_{ij}$ and $\varepsilon_{ji}$ in the energy. The extra work would be to establish the Voigt correspondence. The count would still be 21.
